# For differentiable $f$, the local torque of the ring energy $\sum_i f(|m_{i+1}-m_i|^2)$ is a difference of spin currents

Take two magnetization vectors $a$ and $b$ joined by one bond of energy $E=f(|b-a|^2)$. Differentiating gives $a\times\partial E/\partial a=-2f'\,a\times b$ and $b\times\partial E/\partial b=+2f'\,a\times b$, so the two torques cancel.

Now I close many such bonds into a ring, as a toy version of a noncollinear exchange-correlation functional that depends on the gradient of the magnetization. The exact exchange-correlation field exerts no net torque on the whole system, yet here a single site is generally twisted by its two neighbours. Where does that local torque go? And can a state that is noncollinear everywhere, such as a spiral, have none at all?

## Each bond passes torque from one site to the next

The torque is the mismatch between the spin currents on the site's two bonds. It sums to zero around the ring, and a closed planar spiral has none at any site, because its current is uniform.

Write $d_i=m_{i+1}-m_i$, $s_i=|d_i|^2$ and $g_i=2f'(s_i)\,d_i$, with site indices modulo $N$. Vary the magnetization to $m+tw$. Then

$$s_j(t)=s_j+2t\,d_j\cdot(w_{j+1}-w_j)+t^2|w_{j+1}-w_j|^2 ,$$

and the chain rule, followed by a shift of the summation index, gives

$$\frac{dE}{dt}\Big|_0=\sum_j g_j\cdot(w_{j+1}-w_j)=\sum_j (g_{j-1}-g_j)\cdot w_j .$$

Taking $w$ to be a unit vector at site $i$ and zero elsewhere yields $\partial E/\partial m_i=g_{i-1}-g_i$. Define $J_i=2f'(s_i)\,m_i\times m_{i+1}$. Since $m_i\times m_i=0$,

$$m_i\times g_i=J_i,\qquad m_i\times g_{i-1}=-2f'(s_{i-1})\,m_i\times m_{i-1}=J_{i-1},$$

and therefore

$$m_i\times\frac{\partial E}{\partial m_i}=J_{i-1}-J_i .$$

Summed over $L$ consecutive sites from $a$, this telescopes to $J_{a-1}-J_{a+L-1}$, which is zero for $L=N$. All local torques vanish exactly when $J_{i-1}=J_i$ for every $i$, that is, when the current is uniform.

For the spiral $m_i=r(\cos\theta_i,\sin\theta_i,0)$ with $\theta_{i+1}=\theta_i+q$, the addition formulas give $s_i=2r^2(1-\cos q)$ and $m_i\times m_{i+1}=r^2\sin q\,\hat z$. Neither depends on $i$, so the torque is zero. The current itself need not be: it is $2f'(s_i)\,r^2\sin q\,\hat z$. For $N\le 2$ closure forces $\sin q=0$; from $N=3$ on, a spiral can carry a nonzero current.

## What the Lean statements say

A magnetization is a map `ZMod N → Fin 3 → ℝ`, with vectors of any length. `NeZero N` makes the ring finite and nonempty, so $N=1$ (a bond from a site to itself) and $N=2$ (two bonds between the same pair) are included. `bondSq` is $s_i$, written as a dot product because Lean's default norm on `Fin 3 → ℝ` is the maximum norm.

`siteGradient` consists of the three partial derivatives of an arbitrary energy, and `torque` is its cross product with $m_i$. Neither mentions a current, so `torque_eq_current_difference` is a genuine identity between separately defined quantities.

The hypothesis `hf` asks that $f$ be differentiable at the bond values that occur. Physically, the bond energy must respond linearly to a small change in the squared magnetization difference. The choice $f(s)=\sqrt{s}$ fails this when two neighbours are equal.

Two names need care. `bondForce` is $g_i$, a derivative of the energy, whereas a mechanical force would carry a minus sign. Likewise `torque` is $m_i\times\partial E/\partial m_i$, the negative of $m_i\times B_i$ if the effective field is defined as $B_i=-\partial E/\partial m_i$. "Entering" and "leaving" refer to increasing site index in this sign convention.

The step left to physical judgement is the replacement of a three-dimensional functional of density and magnetization by this one-dimensional bond energy.

```lean
import Mathlib

open Matrix

namespace SpinCurrentTorque

noncomputable section

variable {N : ℕ} [NeZero N]

/-- The squared Euclidean length of the magnetization difference across the bond from site `i`
to site `i + 1` of the ring. -/
def bondSq (m : ZMod N → Fin 3 → ℝ) (i : ZMod N) : ℝ :=
  (m (i + 1) - m i) ⬝ᵥ (m (i + 1) - m i)

/-- The energy of the ring: the sum over bonds of `f` at the squared magnetization difference. -/
def energy (f : ℝ → ℝ) (m : ZMod N → Fin 3 → ℝ) : ℝ :=
  ∑ i, f (bondSq m i)

/-- The vector of partial derivatives of `E` with respect to the three components of the
magnetization at site `i`. -/
def siteGradient (E : (ZMod N → Fin 3 → ℝ) → ℝ) (m : ZMod N → Fin 3 → ℝ) (i : ZMod N) :
    Fin 3 → ℝ :=
  fun a => deriv (fun t : ℝ =>
    E (m + t • (Pi.single i (Pi.single a 1 : Fin 3 → ℝ) : ZMod N → Fin 3 → ℝ))) 0

/-- The local torque: the cross product of the magnetization at site `i` with the gradient
of `E` at that site. -/
def torque (E : (ZMod N → Fin 3 → ℝ) → ℝ) (m : ZMod N → Fin 3 → ℝ) (i : ZMod N) :
    Fin 3 → ℝ :=
  crossProduct (m i) (siteGradient E m i)

/-- The spin current through the bond from site `i` to site `i + 1`. -/
def spinCurrent (f : ℝ → ℝ) (m : ZMod N → Fin 3 → ℝ) (i : ZMod N) : Fin 3 → ℝ :=
  (2 * deriv f (bondSq m i)) • crossProduct (m i) (m (i + 1))

/-- The derivative of the energy of one bond with respect to the magnetization at its
far end `i + 1`. -/
def bondForce (f : ℝ → ℝ) (m : ZMod N → Fin 3 → ℝ) (i : ZMod N) : Fin 3 → ℝ :=
  (2 * deriv f (bondSq m i)) • (m (i + 1) - m i)

/-- First variation of the energy along any variation `w` of the magnetization, for `f`
differentiable at the bond values of `m`. -/
theorem hasDerivAt_energy {f : ℝ → ℝ} {m : ZMod N → Fin 3 → ℝ}
    (hf : ∀ j, DifferentiableAt ℝ f (bondSq m j)) (w : ZMod N → Fin 3 → ℝ) :
    HasDerivAt (fun t : ℝ => energy f (m + t • w))
      (∑ j, (bondForce f m (j - 1) - bondForce f m j) ⬝ᵥ w j) 0 := by
  -- each squared difference is a quadratic polynomial in the parameter
  have hb : ∀ j, HasDerivAt (fun t : ℝ => bondSq (m + t • w) j)
      (2 * ((m (j + 1) - m j) ⬝ᵥ (w (j + 1) - w j))) 0 := by
    intro j
    have hq : (fun t : ℝ => bondSq (m + t • w) j) = fun t : ℝ =>
        (bondSq m j + t * (2 * ((m (j + 1) - m j) ⬝ᵥ (w (j + 1) - w j))))
          + t ^ 2 * ((w (j + 1) - w j) ⬝ᵥ (w (j + 1) - w j)) := by
      funext t
      simp only [bondSq, dotProduct, Fin.sum_univ_three, Pi.sub_apply, Pi.add_apply,
        Pi.smul_apply, smul_eq_mul]
      ring
    rw [hq]
    have h1 := ((hasDerivAt_id' (0 : ℝ)).mul_const
      (2 * ((m (j + 1) - m j) ⬝ᵥ (w (j + 1) - w j)))).const_add (bondSq m j)
    have h2 := ((hasDerivAt_id' (0 : ℝ)).fun_pow 2).mul_const
      ((w (j + 1) - w j) ⬝ᵥ (w (j + 1) - w j))
    exact (h1.fun_add h2).congr_deriv (by simp)
  -- chain rule on each bond
  have hc : ∀ j, HasDerivAt (fun t : ℝ => f (bondSq (m + t • w) j))
      (deriv f (bondSq m j) * (2 * ((m (j + 1) - m j) ⬝ᵥ (w (j + 1) - w j)))) 0 := by
    intro j
    have h1 : HasDerivAt f (deriv f (bondSq m j)) (bondSq (m + (0 : ℝ) • w) j) := by
      rw [zero_smul, add_zero]
      exact (hf j).hasDerivAt
    exact HasDerivAt.comp (h := fun t : ℝ => bondSq (m + t • w) j) (0 : ℝ) h1 (hb j)
  -- shift the summation index to collect the terms by site
  have shift : ∑ j, bondForce f m (j - 1) ⬝ᵥ w j = ∑ j, bondForce f m j ⬝ᵥ w (j + 1) := by
    rw [← Equiv.sum_comp (Equiv.addRight (1 : ZMod N))
      (fun j => bondForce f m (j - 1) ⬝ᵥ w j)]
    simp
  have hR : ∑ j, (bondForce f m (j - 1) - bondForce f m j) ⬝ᵥ w j
      = ∑ j, (bondForce f m j ⬝ᵥ w (j + 1) - bondForce f m j ⬝ᵥ w j) := by
    rw [Finset.sum_sub_distrib, ← shift, ← Finset.sum_sub_distrib]
    exact Finset.sum_congr rfl fun j _ => sub_dotProduct _ _ _
  rw [hR]
  unfold energy
  refine (HasDerivAt.fun_sum fun j _ => hc j).congr_deriv ?_
  refine Finset.sum_congr rfl fun j _ => ?_
  simp only [bondForce, smul_dotProduct, dotProduct_sub, smul_eq_mul]
  ring

/-- The gradient of the energy at site `i` is `bondForce` on the bond from `i - 1` to `i` minus
`bondForce` on the bond from `i` to `i + 1`, for `f` differentiable at the bond values of `m`. -/
theorem siteGradient_energy {f : ℝ → ℝ} {m : ZMod N → Fin 3 → ℝ}
    (hf : ∀ j, DifferentiableAt ℝ f (bondSq m j)) (i : ZMod N) :
    siteGradient (energy f) m i = bondForce f m (i - 1) - bondForce f m i := by
  ext a
  refine (hasDerivAt_energy hf (Pi.single i (Pi.single a 1))).deriv.trans ?_
  rw [Finset.sum_eq_single i]
  · simp
  · intro j _ hj
    simp [Pi.single_eq_of_ne hj]
  · simp

/-- The local torque equals the spin current entering the site minus the spin current leaving
it, for `f` differentiable at the bond values of `m`. -/
theorem torque_eq_current_difference {f : ℝ → ℝ} {m : ZMod N → Fin 3 → ℝ}
    (hf : ∀ j, DifferentiableAt ℝ f (bondSq m j)) (i : ZMod N) :
    torque (energy f) m i = spinCurrent f m (i - 1) - spinCurrent f m i := by
  rw [torque, siteGradient_energy hf]
  simp only [spinCurrent, bondForce, sub_add_cancel, map_sub, map_smul, cross_self]
  -- reverse the product on the incoming bond
  rw [← cross_anticomm (m (i - 1)) (m i)]
  module

/-- The summed torque on `L` consecutive sites starting at `a` is the current entering the block
minus the current leaving it, for `f` differentiable at the bond values of `m`. -/
theorem block_torque {f : ℝ → ℝ} {m : ZMod N → Fin 3 → ℝ}
    (hf : ∀ j, DifferentiableAt ℝ f (bondSq m j)) (a : ZMod N) (L : ℕ) :
    ∑ k ∈ Finset.range L, torque (energy f) m (a + (k : ZMod N))
      = spinCurrent f m (a - 1) - spinCurrent f m (a + (L : ZMod N) - 1) := by
  induction L with
  | zero => simp
  | succ n ih =>
    have hn : a + ((n + 1 : ℕ) : ZMod N) - 1 = a + (n : ZMod N) := by
      push_cast
      ring
    rw [Finset.sum_range_succ, ih, torque_eq_current_difference hf, hn]
    abel

/-- Every local torque vanishes if and only if the spin current is the same on all bonds,
for `f` differentiable at the bond values of `m`. -/
theorem torque_free_iff_uniform_current {f : ℝ → ℝ} {m : ZMod N → Fin 3 → ℝ}
    (hf : ∀ j, DifferentiableAt ℝ f (bondSq m j)) :
    (∀ i, torque (energy f) m i = 0) ↔ ∀ i, spinCurrent f m i = spinCurrent f m 0 := by
  constructor
  · intro h
    -- carry the value of the current from bond to bond
    have hn : ∀ n : ℕ, spinCurrent f m (n : ZMod N) = spinCurrent f m 0 := by
      intro n
      induction n with
      | zero => rw [Nat.cast_zero]
      | succ n ih =>
        have h1 := h ((n : ZMod N) + 1)
        rw [torque_eq_current_difference hf, add_sub_cancel_right, sub_eq_zero] at h1
        rw [Nat.cast_succ, ← h1, ih]
    intro i
    have h2 := hn i.val
    rwa [ZMod.natCast_zmod_val] at h2
  · intro h i
    rw [torque_eq_current_difference hf, h (i - 1), h i, sub_self]

/-- A planar spin spiral of amplitude `r` that closes on the ring: the angle `θ` is additive in
the site index, so it advances by `θ 1` on each bond. -/
def spiral (r : ℝ) (θ : ZMod N →+ Real.Angle) (i : ZMod N) : Fin 3 → ℝ :=
  ![r * (θ i).cos, r * (θ i).sin, 0]

omit [NeZero N] in
/-- The squared magnetization difference of a planar spiral is the same on every bond. -/
theorem bondSq_spiral (r : ℝ) (θ : ZMod N →+ Real.Angle) (i : ZMod N) :
    bondSq (spiral r θ) i = 2 * r ^ 2 * (1 - (θ 1).cos) := by
  have h := Real.Angle.cos_sq_add_sin_sq (θ i)
  have h1 := Real.Angle.cos_sq_add_sin_sq (θ 1)
  simp [bondSq, spiral, dotProduct, Fin.sum_univ_three, Real.Angle.cos_add,
    Real.Angle.sin_add]
  linear_combination r ^ 2 * ((θ 1).cos ^ 2 + (θ 1).sin ^ 2 + 1 - 2 * (θ 1).cos) * h
    + r ^ 2 * h1

omit [NeZero N] in
/-- The spin current of a planar spiral is the same on every bond. Its only component is along the
normal of the plane and equals `2 f'(s) r ^ 2 sin q`, where `q = θ 1` is the angle advanced per bond
and `s = 2 r ^ 2 (1 - cos q)` is the common bond value. -/
theorem spinCurrent_spiral (f : ℝ → ℝ) (r : ℝ) (θ : ZMod N →+ Real.Angle) (i : ZMod N) :
    spinCurrent f (spiral r θ) i
      = (2 * deriv f (2 * r ^ 2 * (1 - (θ 1).cos)) * (r ^ 2 * (θ 1).sin)) • ![0, 0, 1] := by
  have h := Real.Angle.cos_sq_add_sin_sq (θ i)
  have hx : crossProduct (spiral r θ i) (spiral r θ (i + 1))
      = (r ^ 2 * (θ 1).sin) • ![0, 0, 1] := by
    ext a
    fin_cases a
    · simp [spiral, cross_apply]
    · simp [spiral, cross_apply]
    · simp [spiral, cross_apply, Real.Angle.cos_add, Real.Angle.sin_add]
      linear_combination r ^ 2 * (θ 1).sin * h
  rw [spinCurrent, bondSq_spiral, hx, smul_smul]

/-- A planar spiral has no local torque at any site, for `f` differentiable at the common bond
value of the spiral. -/
theorem torque_spiral {f : ℝ → ℝ} {r : ℝ} {θ : ZMod N →+ Real.Angle}
    (hf : DifferentiableAt ℝ f (2 * r ^ 2 * (1 - (θ 1).cos))) (i : ZMod N) :
    torque (energy f) (spiral r θ) i = 0 := by
  have hd : ∀ j, DifferentiableAt ℝ f (bondSq (spiral r θ) j) := by
    intro j
    rw [bondSq_spiral]
    exact hf
  rw [torque_eq_current_difference hd, spinCurrent_spiral f r θ (i - 1),
    spinCurrent_spiral f r θ i, sub_self]

end

end SpinCurrentTorque
```

```lean
#print axioms SpinCurrentTorque.torque_eq_current_difference
-- 'SpinCurrentTorque.torque_eq_current_difference' depends on axioms: [propext, Classical.choice, Quot.sound]
#print axioms SpinCurrentTorque.block_torque
-- 'SpinCurrentTorque.block_torque' depends on axioms: [propext, Classical.choice, Quot.sound]
#print axioms SpinCurrentTorque.torque_free_iff_uniform_current
-- 'SpinCurrentTorque.torque_free_iff_uniform_current' depends on axioms: [propext, Classical.choice, Quot.sound]
#print axioms SpinCurrentTorque.torque_spiral
-- 'SpinCurrentTorque.torque_spiral' depends on axioms: [propext, Classical.choice, Quot.sound]
```

## From the first variation to the spiral

`hasDerivAt_energy` is the variation along $w$. Inside it, `hb` differentiates the quadratic $s_j(t)$, `hc` applies the chain rule, and `shift` moves the summation index by one. `siteGradient_energy` inserts the unit variation, and `Finset.sum_eq_single` keeps only site $i$.

In `torque_eq_current_difference`, `cross_self` removes the self-products and `cross_anticomm` reverses the product on the incoming bond; `module` collects the terms.

`block_torque` telescopes by induction on $L$. For `torque_free_iff_uniform_current`, the forward direction carries the value of the current from site 0 along the natural numbers, which reach every element of the ring; the converse is a subtraction.

In `spiral`, the angle is an additive map `θ : ZMod N →+ Real.Angle`. This encodes closure, $Nq=0$ modulo $2\pi$, and sets the angle at site 0 to zero. `bondSq_spiral` and `spinCurrent_spiral` use the addition formulas and $\cos^2+\sin^2=1$, and `torque_spiral` subtracts two equal currents.

## The torque in a noncollinear calculation

With this model functional on a one-dimensional periodic grid, a self-consistency or time step takes the latest magnetization $m_i$, forms $g_i$ on each bond, and adds $\sigma\cdot(g_{i-1}-g_i)$ to the Kohn–Sham Hamiltonian at site $i$. Here $\sigma$ is the vector of Pauli matrices, and $m_i=\sum_n\psi_n(i)^\dagger\sigma\,\psi_n(i)$ is summed over the occupied orbitals, each normalized by $\sum_i|\psi_n(i)|^2=1$. The part of $g_{i-1}-g_i$ perpendicular to $m_i$ produces the torque.

For example, let $f(s)=s/2$, $N=3$, $m_0=m_1=\hat x$ and $m_2=\hat y$. Then $J_0=0$, $J_1=\hat z$ and $J_2=-\hat z$. The field term at site 0 is $g_2-g_0=\hat x-\hat y$, and its torque is $\hat x\times(\hat x-\hat y)=-\hat z=J_2-J_0$. The torques at sites 0, 1 and 2 are $-\hat z$, $-\hat z$ and $2\hat z$: each site is twisted, and the ring as a whole is not.
